# The critical field of hydrogen's m = 0 parabolic barrier at fixed negative energy and separation constant

A static electric field pulls the electron of a hydrogen atom away from the proton, and a potential barrier holds it back. A quick estimate of the field that removes the barrier looks only at the field axis. At distance d from the proton the potential energy is −1/d − Fd in atomic units, its maximum is −2√F, and this reaches the 1s energy −1/2 at F = 1/16. But the Schrödinger equation separates in parabolic coordinates, and the barrier in the separated equation can be different.

```lean
import Mathlib

open Real

namespace ParabolicStarkBarrier

noncomputable section
```

Let η = r − z, with the field force pointing towards growing η. For m = 0 write the wave function as ψ = χ₁(ξ)χ(η)/√(ξη), with ξ = r + z. Then χ obeys χ'' + p²χ = 0, where E is the energy, β the separation constant (the share of the nuclear charge assigned to this coordinate) and

p²(η) = E/2 + β/η + 1/(4η²) + Fη/4.

This is `momentumSq E β F η`. A barrier is a region of η > 0 where p² < 0.

```lean
/-- Local squared momentum along the parabolic coordinate `η > 0` for hydrogen with `m = 0`,
energy `E`, separation constant `β` and field strength `F`, in atomic units. -/
def momentumSq (E β F η : ℝ) : ℝ :=
  E / 2 + β / η + 1 / (4 * η ^ 2) + F * η / 4
```

Three abbreviations are used for E < 0: the root s = √(16β² − 6E), the field F_c = (s − 4β)²(2s + 4β)/27 and the point η_c = 3/(s − 4β). They are only formulas so far; parts (d) to (f) give them their meaning.

```lean
/-- The square root `√(16 β² - 6 E)` that enters the barrier formulas, for `E < 0`. -/
def discRoot (E β : ℝ) : ℝ := √(16 * β ^ 2 - 6 * E)

/-- Closed formula for the critical field of the parabolic barrier, for `E < 0`. -/
def criticalField (E β : ℝ) : ℝ :=
  (discRoot E β - 4 * β) ^ 2 * (2 * discRoot E β + 4 * β) / 27

/-- Closed formula for the coordinate `η` at which the barrier closes, for `E < 0`. -/
def closingPoint (E β : ℝ) : ℝ := 3 / (discRoot E β - 4 * β)
```

The last definition is χ for the field-free 1s state. Since exp(−r) = exp(−ξ/2) exp(−η/2), it is √η times the η factor exp(−η/2).

```lean
/-- The function `√η exp(-η/2)`, for `η > 0`: `√η` times the `η`-dependent factor of the field-free
hydrogen 1s state `exp(-r)`, where `η = r - z`. -/
def chi1s (η : ℝ) : ℝ := √η * exp (-η / 2)
```

All variables are real numbers, and E and β are held fixed as F changes. In this simplified picture, with F > 0, the electron must tunnel below F_c and meets no barrier from F_c on; the Stark shift, the field dependence of β and ionization rates are left out. The value of F_c also depends on keeping the term 1/(4η²) in p². The Langer correction, common in semiclassical work, removes this term for m = 0; for β > 0 the barrier then vanishes at F = E²/(4β), which is 1/8 for the 1s constants of part (a).

## (a) The constants of the 1s state

Show that χ = √η exp(−η/2) satisfies, for η > 0,

χ'' = −p²χ with E = −1/2, β = 1/2, F = 0.

**Solution.** The logarithmic derivative is χ'/χ = 1/(2η) − 1/2. Hence

χ''/χ = (χ'/χ)' + (χ'/χ)² = −1/(2η²) + (1/(2η) − 1/2)² = 1/4 − 1/(2η) − 1/(4η²) = −p².

In Lean, `HasDerivAt (deriv chi1s) … η` says that χ' has the stated derivative at η. The step `first` finds χ' at every positive point, and the product rule then differentiates it again.

```lean
/-- For `η > 0` the function `χ = √η exp(-η/2)` obeys `χ'' = -p² χ`, where `p²` is the local squared
momentum with energy `-1/2`, separation constant `1/2` and no field. -/
theorem chi1s_equation {η : ℝ} (hη : 0 < η) :
    HasDerivAt (deriv chi1s) (-momentumSq (-1 / 2) (1 / 2) 0 η * chi1s η) η := by
  -- the first derivative, at every positive point
  have first : ∀ x : ℝ, 0 < x → HasDerivAt chi1s ((x⁻¹ / 2 - 1 / 2) * chi1s x) x := by
    intro x hx
    have hsq : √x ^ 2 = x := Real.sq_sqrt hx.le
    have hpos : 0 < √x := Real.sqrt_pos.mpr hx
    have hs : 1 / (2 * √x) = √x / (2 * x) := by
      rw [div_eq_div_iff (by positivity) (by positivity)]
      linear_combination (-2) * hsq
    have h1 : HasDerivAt (fun y : ℝ => √y) (√x / (2 * x)) x :=
      (Real.hasDerivAt_sqrt hx.ne').congr_deriv hs
    have h2 : HasDerivAt (fun y : ℝ => exp (-y / 2)) (exp (-x / 2) * (-1 / 2)) x :=
      ((hasDerivAt_id' x).fun_neg.div_const 2).exp
    exact (h1.fun_mul h2).congr_deriv (by unfold chi1s; ring)
  -- differentiate once more
  have h4 : HasDerivAt (fun y : ℝ => y⁻¹ / 2 - 1 / 2) (-(η ^ 2)⁻¹ / 2) η :=
    ((hasDerivAt_inv hη.ne').div_const 2).sub_const (1 / 2)
  have h5 := (h4.fun_mul (first η hη)).congr_deriv
    (show _ = -momentumSq (-1 / 2) (1 / 2) 0 η * chi1s η by unfold momentumSq; ring)
  refine h5.congr_of_eventuallyEq ?_
  filter_upwards [lt_mem_nhds hη] with y hy
  exact (first y hy).deriv
```

## (b) The size of the root

For E < 0 and any real β, show that

s > 4β and s > −4β.

**Solution.** Since −6E > 0, the radicand exceeds 16β² = (±4β)². Lean applies `Real.lt_sqrt_of_sq_lt` once for each sign.

```lean
/-- For a bound energy `E < 0` the root `√(16 β² - 6 E)` exceeds both `4 β` and `-4 β`. -/
theorem discRoot_bounds {E : ℝ} (hE : E < 0) (β : ℝ) :
    4 * β < discRoot E β ∧ -(4 * β) < discRoot E β :=
  ⟨Real.lt_sqrt_of_sq_lt (by nlinarith), Real.lt_sqrt_of_sq_lt (by nlinarith)⟩
```

## (c) Splitting off a perfect square

For E < 0 and η ≠ 0, show that

4p² = η(F − F_c) + η(1/η − u)²(1/η + w), with u = (s − 4β)/3 and w = (4β + 2s)/3.

**Solution.** Put x = 1/η. Then

4p²/η = F + x³ + 4βx² + 2Ex.

The cubic is stationary where 3x² + 8βx + 2E = 0, and the positive root is u. Now expand (x − u)²(x + w):

- The x² coefficient is w − 2u = 4β.
- The x coefficient is u² − 2uw = −3u² − 8βu = 2E.
- The constant is u²w = F_c.

So the cubic equals (x − u)²(x + w) − F_c, and multiplying by η gives the claim.

The Lean proof replaces the root by a variable with `generalize discRoot E β = s at *`. The root itself contains E, so rewriting E directly would also change E inside the root. Once the root is a plain variable s, the relation s² = 16β² − 6E can be solved for E and substituted. What remains is a rational identity in s, β, F and η, which `field_simp` and `ring` settle.

```lean
/-- For `E < 0` and `η ≠ 0` the squared momentum splits into a part proportional to the excess
of the field over its critical value and a part that contains a perfect square. -/
theorem momentumSq_split {E : ℝ} (hE : E < 0) (β F : ℝ) {η : ℝ} (hη : η ≠ 0) :
    4 * momentumSq E β F η = η * (F - criticalField E β)
      + η * (1 / η - (discRoot E β - 4 * β) / 3) ^ 2
        * (1 / η + (4 * β + 2 * discRoot E β) / 3) := by
  have hs : discRoot E β ^ 2 = 16 * β ^ 2 - 6 * E :=
    Real.sq_sqrt (by nlinarith [sq_nonneg β])
  unfold momentumSq criticalField
  generalize discRoot E β = s at *
  -- eliminate the energy in favour of the root
  have hE' : E = (16 * β ^ 2 - s ^ 2) / 6 := by linarith
  rw [hE']
  field_simp
  ring
```

## (d) The momentum at the closing point

For E < 0, show that

p²(η_c) = η_c(F − F_c)/4.

**Solution.** By (b), η_c is positive, and 1/η_c = u. The square in (c) vanishes, and division by 4 finishes the calculation. Lean does the same with `hu` and `linear_combination h / 4`.

```lean
/-- For `E < 0` the squared momentum at the closing point is proportional to the excess of the
field over its critical value. -/
theorem momentumSq_closingPoint {E : ℝ} (hE : E < 0) (β F : ℝ) :
    momentumSq E β F (closingPoint E β)
      = closingPoint E β * (F - criticalField E β) / 4 := by
  have hpos : 0 < closingPoint E β :=
    div_pos (by norm_num) (sub_pos.mpr (discRoot_bounds hE β).1)
  have h := momentumSq_split hE β F hpos.ne'
  have hu : 1 / closingPoint E β = (discRoot E β - 4 * β) / 3 := by
    rw [closingPoint, one_div_div]
  rw [hu] at h
  linear_combination h / 4
```

## (e) When the barrier is absent

For E < 0 and every real β, show that

p²(η) ≥ 0 for all η > 0 if and only if F ≥ F_c.

**Solution.** If p² is nonnegative everywhere, it is so at η_c, and (d) gives F ≥ F_c. Conversely, let F ≥ F_c. By (b), s is positive and s + 4β > 0, so w > 0. Both terms in (c) are then nonnegative. The two bullets of the Lean proof are these two directions.

```lean
/-- For `E < 0` and any separation constant, the squared momentum is nonnegative at every
`η > 0` exactly when the field is at least the critical field. -/
theorem barrier_absent_iff {E : ℝ} (hE : E < 0) (β F : ℝ) :
    (∀ η : ℝ, 0 < η → 0 ≤ momentumSq E β F η) ↔ criticalField E β ≤ F := by
  obtain ⟨h1, h2⟩ := discRoot_bounds hE β
  constructor
  · -- test the condition at the closing point
    intro h
    have hpos : 0 < closingPoint E β := div_pos (by norm_num) (sub_pos.mpr h1)
    have h0 := h _ hpos
    rw [momentumSq_closingPoint hE] at h0
    by_contra hF
    have := mul_pos hpos (sub_pos.mpr (not_le.mp hF))
    linarith
  · -- both parts of the splitting are nonnegative
    intro hF η hη
    have hsplit := momentumSq_split hE β F hη.ne'
    have hinv : 0 < 1 / η := by positivity
    have ha := mul_nonneg hη.le (sub_nonneg.mpr hF)
    have hb := mul_nonneg
      (mul_nonneg hη.le (sq_nonneg (1 / η - (discRoot E β - 4 * β) / 3)))
      (show 0 ≤ 1 / η + (4 * β + 2 * discRoot E β) / 3 by linarith)
    linarith
```

## (f) Where the barrier closes

For E < 0, F = F_c and η > 0, show that

p²(η) = 0 if and only if η = η_c.

**Solution.** Only the second term of (c) remains. Its factors η and 1/η + w are positive, so it vanishes exactly when 1/η = u. Lean removes the two nonzero factors with `resolve_right` and `resolve_left`; the reverse direction is (d).

```lean
/-- For `E < 0`, at the critical field the squared momentum vanishes at exactly one `η > 0`,
the closing point. -/
theorem critical_zero_iff {E : ℝ} (hE : E < 0) (β : ℝ) {η : ℝ} (hη : 0 < η) :
    momentumSq E β (criticalField E β) η = 0 ↔ η = closingPoint E β := by
  obtain ⟨h1, h2⟩ := discRoot_bounds hE β
  constructor
  · intro h
    have hsplit := momentumSq_split hE β (criticalField E β) hη.ne'
    have hinv : 0 < 1 / η := by positivity
    have hc : 0 < 1 / η + (4 * β + 2 * discRoot E β) / 3 := by linarith
    rw [h, sub_self, mul_zero, mul_zero, zero_add] at hsplit
    -- only the squared factor can vanish
    have hsq := (mul_eq_zero.mp
      ((mul_eq_zero.mp hsplit.symm).resolve_right hc.ne')).resolve_left hη.ne'
    have hu : 1 / η = (discRoot E β - 4 * β) / 3 :=
      sub_eq_zero.mp (pow_eq_zero_iff (by norm_num) |>.mp hsq)
    calc η = 1 / (1 / η) := by rw [one_div_one_div]
      _ = closingPoint E β := by rw [hu, one_div_div, closingPoint]
  · intro h
    rw [h, momentumSq_closingPoint hE, sub_self, mul_zero, zero_div]
```

## (g) The 1s threshold

With the constants from (a), show that

−1/4 + 1/(2η) + 1/(4η²) + Fη/4 ≥ 0 for all η > 0 if and only if F ≥ (14√7 − 34)/27.

**Solution.** Here s = √(4 + 3) = √7 and 4β = 2, so

F_c = (√7 − 2)²(2√7 + 2)/27 = (11 − 4√7)(2√7 + 2)/27 = (14√7 − 34)/27.

Part (e) does the rest. In Lean, `hc` is this evaluation and `key` identifies the written-out expression with `momentumSq`.

```lean
/-- Hydrogen 1s with unshifted energy `-1/2` and separation constant `1/2`: the squared momentum
is nonnegative at every `η > 0` exactly when `F ≥ (14 √7 - 34) / 27`. -/
theorem hydrogen_1s_barrier_absent_iff (F : ℝ) :
    (∀ η : ℝ, 0 < η → 0 ≤ -1 / 4 + 1 / (2 * η) + 1 / (4 * η ^ 2) + F * η / 4)
      ↔ (14 * √7 - 34) / 27 ≤ F := by
  have hr : discRoot (-1 / 2) (1 / 2) = √7 := by
    unfold discRoot
    norm_num
  have h7 : √(7 : ℝ) ^ 2 = 7 := Real.sq_sqrt (by norm_num)
  have hc : criticalField (-1 / 2) (1 / 2) = (14 * √7 - 34) / 27 := by
    rw [criticalField, hr]
    linear_combination (2 * √7 - 6) / 27 * h7
  rw [← hc, ← barrier_absent_iff (by norm_num)]
  refine forall₂_congr fun η _ => ?_
  have key : -1 / 4 + 1 / (2 * η) + 1 / (4 * η ^ 2) + F * η / 4
      = momentumSq (-1 / 2) (1 / 2) F η := by
    unfold momentumSq
    ring
  rw [key]
```

## (h) Its numerical size

Show that

0.112 < (14√7 − 34)/27 < 0.113.

**Solution.** Squaring shows 2.645 < √7 < 2.646. The threshold therefore lies between 3.03/27 and 3.044/27, inside the stated bounds and well above 1/16 = 0.0625.

```lean
/-- The number `(14 √7 - 34) / 27` lies between `0.112` and `0.113`. -/
theorem hydrogen_1s_threshold_bounds :
    0.112 < (14 * √7 - 34) / 27 ∧ (14 * √7 - 34) / 27 < 0.113 := by
  have hl : (2.645 : ℝ) < √7 := Real.lt_sqrt_of_sq_lt (by norm_num)
  have hu : √7 < (2.646 : ℝ) := (Real.sqrt_lt' (by norm_num)).mpr (by norm_num)
  constructor <;> linarith
```

## (i) The barrier at the axis estimate

For the same E and β, show that at F = 1/16

p²(η) < 0 for 3 ≤ η ≤ 13.

**Solution.** Multiplication by 4η² gives

4η²p² = η³/16 − η² + 2η + 1.

On the interval η(η − 3)(η − 13) ≤ 0, so η³/16 ≤ η² − 39η/16. The right-hand side is thus at most 1 − 7η/16 ≤ −5/16. Lean gives the same product to `nlinarith`.

As a numerical instance, take η = 4. At F = 1/16,

p² = −1/4 + 1/8 + 1/64 + 1/16 = −3/64,

while at F = 1/8, above the threshold, the same point has p² = 1/64.

```lean
/-- At the field `1/16` the squared momentum for energy `-1/2` and separation constant `1/2`
is negative on the whole interval `3 ≤ η ≤ 13`. -/
theorem hydrogen_1s_forbidden_at_naive_field {η : ℝ} (h3 : 3 ≤ η) (h13 : η ≤ 13) :
    momentumSq (-1 / 2) (1 / 2) (1 / 16) η < 0 := by
  have hη : 0 < η := by linarith
  have key : momentumSq (-1 / 2) (1 / 2) (1 / 16) η * (4 * η ^ 2)
      = η ^ 3 / 16 - η ^ 2 + 2 * η + 1 := by
    unfold momentumSq
    field_simp
    ring
  -- the cubic is negative between the two end points
  have hq : η ^ 3 / 16 - η ^ 2 + 2 * η + 1 < 0 := by
    nlinarith [mul_nonneg hη.le (mul_nonneg (sub_nonneg.mpr h3) (sub_nonneg.mpr h13))]
  by_contra hn
  have := mul_nonneg (not_lt.mp hn) (show 0 ≤ 4 * η ^ 2 by positivity)
  linarith

end

end ParabolicStarkBarrier
```

```lean
#print axioms ParabolicStarkBarrier.critical_zero_iff
#print axioms ParabolicStarkBarrier.hydrogen_1s_barrier_absent_iff
#print axioms ParabolicStarkBarrier.hydrogen_1s_threshold_bounds
#print axioms ParabolicStarkBarrier.hydrogen_1s_forbidden_at_naive_field
```

```
'ParabolicStarkBarrier.critical_zero_iff' depends on axioms: [propext, Classical.choice, Quot.sound]
'ParabolicStarkBarrier.hydrogen_1s_barrier_absent_iff' depends on axioms: [propext, Classical.choice, Quot.sound]
'ParabolicStarkBarrier.hydrogen_1s_threshold_bounds' depends on axioms: [propext, Classical.choice, Quot.sound]
'ParabolicStarkBarrier.hydrogen_1s_forbidden_at_naive_field' depends on axioms: [propext, Classical.choice, Quot.sound]
```
